# In a product state, the z components of distinct spins 1/2 are uncorrelated

The theorem `expect_siteSz_mul` concerns `N` spins 1/2 in a product state, each with its own spinor of unit norm. It gives the expectation value of the product of the z components of spins `i` and `j`, in units of ħ²: 1/4 if `i = j`, and otherwise the product of the two means, each of which is half the z component of that spin's Bloch vector. The proof writes the operator product as a diagonal matrix whose entries are products of one-site factors, where a site other than `i` and `j` contributes 1. It then applies `expect_factorises`, which turns the expectation value into a product of one-site means, and evaluates these separately for equal and for distinct sites.

The failing Lean file:

```lean
import Mathlib

open Matrix

namespace SingleIonAnisotropyReduction

noncomputable section

/-- The eigenvalue of the z component of one spin 1/2: index 0 is up, index 1 is down. -/
def szValue (s : Fin 2) : ℂ := if s = 0 then 1 / 2 else -1 / 2

/-- The operator of the z component of spin `i` among `N` spins 1/2. -/
def siteSz {N : ℕ} (i : Fin N) : Matrix (Fin N → Fin 2) (Fin N → Fin 2) ℂ :=
  Matrix.diagonal fun σ => szValue (σ i)

/-- The product state in which spin `i` has the spinor `χ i`. -/
def productState {N : ℕ} (χ : Fin N → Fin 2 → ℂ) : (Fin N → Fin 2) → ℂ :=
  fun σ => ∏ i, χ i (σ i)

/-- The expectation value of the operator `A` in the state `ψ`. -/
def expect {N : ℕ} (ψ : (Fin N → Fin 2) → ℂ)
    (A : Matrix (Fin N → Fin 2) (Fin N → Fin 2) ℂ) : ℂ := star ψ ⬝ᵥ (A *ᵥ ψ)

/-- A spinor of unit norm. -/
def IsUnitSpinor (χ : Fin 2 → ℂ) : Prop := ‖χ 0‖ ^ 2 + ‖χ 1‖ ^ 2 = 1

/-- The z component of the Bloch vector of a spinor. -/
def blochZ (χ : Fin 2 → ℂ) : ℝ := ‖χ 0‖ ^ 2 - ‖χ 1‖ ^ 2

/-- In a product state, the mean of a product of one-site diagonal observables is the product
of the one-site means. -/
theorem expect_factorises {N : ℕ} (χ f : Fin N → Fin 2 → ℂ) :
    expect (productState χ) (Matrix.diagonal fun σ => ∏ k, f k (σ k)) =
      ∏ k, (f k 0 * ((‖χ k 0‖ ^ 2 : ℝ) : ℂ) + f k 1 * ((‖χ k 1‖ ^ 2 : ℝ) : ℂ)) := by
  have hz : ∀ z : ℂ, ((‖z‖ ^ 2 : ℝ) : ℂ) = star z * z := by
    intro z
    rw [← Complex.normSq_eq_norm_sq, Complex.normSq_eq_conj_mul_self]
    rfl
  have hk : ∀ k, f k 0 * ((‖χ k 0‖ ^ 2 : ℝ) : ℂ) + f k 1 * ((‖χ k 1‖ ^ 2 : ℝ) : ℂ) =
      ∑ s, star (χ k s) * (f k s * χ k s) := by
    intro k
    rw [Fin.sum_univ_two, hz, hz]
    ring
  -- a product of sums over one spin is a sum over all configurations
  rw [Finset.prod_congr rfl fun k _ => hk k, Finset.prod_univ_sum, Fintype.piFinset_univ]
  simp only [expect, dotProduct, Matrix.mulVec_diagonal]
  refine Finset.sum_congr rfl fun σ _ => ?_
  simp only [Pi.star_apply, productState, star_prod, Finset.prod_mul_distrib]

/-- The correlation of the z components of two spins in a product state: `1/4` for a spin with
itself, and a quarter of the product of the Bloch components for distinct spins. -/
theorem expect_siteSz_mul {N : ℕ} (χ : Fin N → Fin 2 → ℂ) (hχ : ∀ i, IsUnitSpinor (χ i))
    (i j : Fin N) :
    expect (productState χ) (siteSz i * siteSz j) =
      if i = j then 1 / 4 else (blochZ (χ i) : ℂ) / 2 * ((blochZ (χ j) : ℂ) / 2) := by
  have m0 : szValue 0 = 1 / 2 := by simp [szValue]
  have m1 : szValue 1 = -1 / 2 := by simp [szValue]
  have hc : ∀ k, ((‖χ k 0‖ ^ 2 : ℝ) : ℂ) + ((‖χ k 1‖ ^ 2 : ℝ) : ℂ) = 1 := by
    intro k
    rw [← Complex.ofReal_add, show ‖χ k 0‖ ^ 2 + ‖χ k 1‖ ^ 2 = 1 from hχ k,
      Complex.ofReal_one]
  have hop : siteSz i * siteSz j = Matrix.diagonal fun σ : Fin N → Fin 2 =>
      ∏ k, (fun (k : Fin N) (s : Fin 2) => (if k = i then szValue s else 1) *
        (if k = j then szValue s else 1)) k (σ k) := by
    rw [siteSz, siteSz, Matrix.diagonal_mul_diagonal]
    congr 1
    funext σ
    simp [Finset.prod_mul_distrib]
  rw [hop, expect_factorises]
  by_cases hij : i = j
  · subst hij
    rw [if_pos rfl]
    -- only the factor of site i differs from one
    trans ∏ k, (if k = i then (1 / 4 : ℂ) else 1)
    · refine Finset.prod_congr rfl fun k _ => ?_
      by_cases hi : k = i
      · simp only [if_pos hi, m0, m1]
        linear_combination (1 / 4 : ℂ) * hc k
      · simp only [if_neg hi]
        linear_combination hc k
    · simp
  · rw [if_neg hij]
    trans ∏ k, ((if k = i then (blochZ (χ k) : ℂ) / 2 else 1) *
      (if k = j then (blochZ (χ k) : ℂ) / 2 else 1))
    · refine Finset.prod_congr rfl fun k _ => ?_
      by_cases hi : k = i
      · have hj : k ≠ j := fun h => hij (hi.symm.trans h)
        simp only [if_pos hi, if_neg hj, m0, m1, blochZ, Complex.ofReal_sub]
        ring
      · by_cases hj : k = j
        · simp only [if_neg hi, if_pos hj, m0, m1, blochZ, Complex.ofReal_sub]
          ring
        · simp only [if_neg hi, if_neg hj]
          linear_combination hc k
    · simp [Finset.prod_mul_distrib]

end

end SingleIonAnisotropyReduction
```

The compiler's answer:

```
Main.lean:64:53: error: unsolved goals
N : ℕ
χ : Fin N → Fin 2 → ℂ
hχ : ∀ (i : Fin N), IsUnitSpinor (χ i)
i j : Fin N
m0 : szValue 0 = 1 / 2
m1 : szValue 1 = -1 / 2
hc : ∀ (k : Fin N), ↑(‖χ k 0‖ ^ 2) + ↑(‖χ k 1‖ ^ 2) = 1
σ : Fin N → Fin 2
⊢ szValue (σ i) * szValue (σ j) =
    ∏ x,
      if x = j then if x = i then szValue (σ x) * szValue (σ x) else szValue (σ x)
      else if x = i then szValue (σ x) else 1
Main.lean:69:11: error: Tactic `rewrite` failed: Did not find an occurrence of the pattern
  expect (productState ?χ) (diagonal fun σ => ∏ k, ?f k (σ k))
in the target expression
  expect (productState χ)
      (diagonal fun σ => ∏ k, (fun k s => (if k = i then szValue s else 1) * if k = j then szValue s else 1) k (σ k)) =
    if i = j then 1 / 4 else ↑(blochZ (χ i)) / 2 * (↑(blochZ (χ j)) / 2)

N : ℕ
χ : Fin N → Fin 2 → ℂ
hχ : ∀ (i : Fin N), IsUnitSpinor (χ i)
i j : Fin N
m0 : szValue 0 = 1 / 2
m1 : szValue 1 = -1 / 2
hc : ∀ (k : Fin N), ↑(‖χ k 0‖ ^ 2) + ↑(‖χ k 1‖ ^ 2) = 1
hop :
  siteSz i * siteSz j =
    diagonal fun σ => ∏ k, (fun k s => (if k = i then szValue s else 1) * if k = j then szValue s else 1) k (σ k)
⊢ expect (productState χ)
      (diagonal fun σ => ∏ k, (fun k s => (if k = i then szValue s else 1) * if k = j then szValue s else 1) k (σ k)) =
    if i = j then 1 / 4 else ↑(blochZ (χ i)) / 2 * (↑(blochZ (χ j)) / 2)
Main.lean:68:10: warning: This simp argument is unused:
  Finset.prod_mul_distrib

Hint: Omit it from the simp argument list.
  [apply] simp

Note: This linter can be disabled with `set_option linter.unusedSimpArgs false`
```

This version goes through:

```diff
@@ -66,6 +66,8 @@
     congr 1
     funext σ
-    simp [Finset.prod_mul_distrib]
-  rw [hop, expect_factorises]
+    simp only [Finset.prod_mul_distrib, Finset.prod_ite_eq', Finset.mem_univ, if_true]
+  refine (congrArg (expect (productState χ)) hop).trans ((expect_factorises χ
+    (fun (k : Fin N) (s : Fin 2) => (if k = i then szValue s else 1) *
+      (if k = j then szValue s else 1))).trans ?_)
   by_cases hij : i = j
   · subst hij
@@ -93,5 +95,5 @@
         · simp only [if_neg hi, if_neg hj]
           linear_combination hc k
-    · simp [Finset.prod_mul_distrib]
+    · simp only [Finset.prod_mul_distrib, Finset.prod_ite_eq', Finset.mem_univ, if_true]
 
 end
```

What went wrong. In the first error, `simp` has merged the two `if` factors into one nested `if`. No product was then left for `Finset.prod_mul_distrib` to split, hence the warning that it is unused. The repair's `simp only` leaves out the lemmas that move multiplication inside an `if`. The product over sites now splits in two, and `Finset.prod_ite_eq'` reduces each part to its one nontrivial factor.

The second error is a failure of unification. To use `expect_factorises`, `rw` must find a function `?f` from the pattern `?f k (σ k)`. Since `σ k` is not a bare variable, this is outside the class of patterns that Lean solves in a routine way, and it did not find the function, although the goal displays it. The repair states the function explicitly and chains the equalities with `.trans`, so nothing has to be guessed.

The last `simp` faces a product of the same shape, but the failed `rw` stopped the proof before reaching it, so no message concerns it. The same `simp only` keeps the two factors apart there too.
